# Cutting all parity-odd bonds between two fragments never lowers the ground-state energy

**Question.** Take two spinless orbitals, A at energy \(-1\) and B at energy \(+1\), joined by a hopping amplitude \(t\). Over all electron numbers the lowest energy is \(-\sqrt{1+|t|^2}\). With the bond cut it is \(-1\), so cutting never helps, whatever the sign of \(t\). Does this survive when A and B are interacting clusters joined by many hopping bonds with arbitrary signs and phases? I can imagine the amplitudes conspiring so that the bonds cost energy.

**Answer.** They cannot, as long as every bond term is odd under a symmetry of one fragment. In your example the cut ground state has A occupied and B empty. The bond moves the electron, so its mean value in this state is zero and the mean energy is still \(-1\). For \(t\neq0\) the state is no longer an eigenvector, so the true minimum lies lower.

For general fragments, let \(H_A\) and \(H_B\) be Hermitian matrices with lowest eigenvalues \(E_A\) and \(E_B\), and set

\[
H_0=H_A\otimes 1+1\otimes H_B,\qquad C=\sum_k X_k\otimes Y_k,\qquad V=C+C^*.
\]

Let \(E\) be the lowest eigenvalue of \(H_0+V\). Suppose a unitary \(P\) on fragment A satisfies \(PH_A=H_AP\) and \(PX_kP^*=-X_k\) for all \(k\). With \(Q=P\otimes1\),

\[
QH_0=PH_A\otimes1+P\otimes H_B=H_0Q,\qquad
QCQ^*=\sum_k PX_kP^*\otimes Y_k=-C .
\]

The adjoint of the second identity is \(QC^*Q^*=-C^*\), hence \(QVQ^*=-V\).

Expanding in eigenvectors shows that \(H_0+V-E\) is positive semidefinite. Conjugation by \(Q\) preserves this, so \(H_0-V-E\) is positive semidefinite too. Now take ground vectors \(a,b\) of the fragments and put \(v=a\otimes b\), so that \(H_0v=E_0v\) with \(E_0=E_A+E_B\). Writing \(w=\langle v,Vv\rangle/\langle v,v\rangle\) for the mean bond energy, we get

\[
E_0-E+w\ge0,\qquad E_0-E-w\ge0 .
\]

Adding these gives \(E\le E_A+E_B\). In terms of trial states, \(v\) and \(Q^*v\) have opposite bond energies, so one of them does not lose.

If \(E=E_0\), the two inequalities force \(w=0\), and then \(\langle v,(H_0+V-E)v\rangle=0\). A positive semidefinite matrix has the form \(R^*R\), so a vanishing expectation value means \(Rv=0\) and therefore \((H_0+V-E)v=0\). Subtracting \(H_0v=E_0v\) leaves \(Vv=0\). So if \(V\) does not annihilate \(v\), the inequality is strict.

For electrons, \(P=(-1)^{N_A}\) is the parity of the electron number on A. With the orbitals of A ordered first, a hopping term \(t\,c_i^\dagger c_j\) from B to A becomes \(t\,c_i^\dagger P\otimes c_j\), whose first factor is odd. Any interaction inside A that conserves this parity is allowed, and \(H_B\) may be any Hermitian matrix.

Here is the result in Lean.

```lean
import Mathlib

open Matrix
open scoped Kronecker ComplexOrder

namespace BondCutting

variable {ι m n κ : Type*} [Fintype ι] [DecidableEq ι] [Fintype m] [DecidableEq m]
  [Fintype n] [DecidableEq n] [Fintype κ]

/-- `E` is the lowest real eigenvalue of the matrix `H`. -/
def IsGroundEnergy (H : Matrix ι ι ℂ) (E : ℝ) : Prop :=
  IsLeast {e : ℝ | ∃ v : ι → ℂ, v ≠ 0 ∧ H *ᵥ v = (e : ℂ) • v} E

/-- The Hamiltonian `HA ⊗ 1 + 1 ⊗ HB` of two fragments with all bonds between them cut. -/
def decoupled (HA : Matrix m m ℂ) (HB : Matrix n n ℂ) : Matrix (m × n) (m × n) ℂ :=
  HA ⊗ₖ (1 : Matrix n n ℂ) + (1 : Matrix m m ℂ) ⊗ₖ HB

/-- The bond operator `C + C*` with `C = ∑ X k ⊗ Y k`. -/
def bond (X : κ → Matrix m m ℂ) (Y : κ → Matrix n n ℂ) : Matrix (m × n) (m × n) ℂ :=
  (∑ k, X k ⊗ₖ Y k) + (∑ k, X k ⊗ₖ Y k)ᴴ

/-- The product state of a vector of fragment A and a vector of fragment B. -/
def productState (a : m → ℂ) (b : n → ℂ) : m × n → ℂ := fun p => a p.1 * b p.2

/-- Variational principle: for Hermitian `H` with ground energy `E`, the matrix `H - E` is
positive semidefinite. -/
theorem variational {H : Matrix ι ι ℂ} {E : ℝ} (hH : H.IsHermitian)
    (hE : IsGroundEnergy H E) : (H - (E : ℂ) • (1 : Matrix ι ι ℂ)).PosSemidef := by
  have hM : (H - (E : ℂ) • (1 : Matrix ι ι ℂ)).IsHermitian :=
    hH.sub (by simp [Matrix.IsHermitian, Matrix.conjTranspose_smul])
  rw [hM.posSemidef_iff_eigenvalues_nonneg]
  intro i
  have h0 : hM.eigenvectorBasis i ≠ 0 := hM.eigenvectorBasis.orthonormal.ne_zero i
  have he := hM.mulVec_eigenvectorBasis i
  rw [Matrix.sub_mulVec, Matrix.smul_mulVec, Matrix.one_mulVec, sub_eq_iff_eq_add] at he
  -- an eigenvalue of H - E, shifted by E, is an eigenvalue of H
  have h : E ≤ hM.eigenvalues i + E := hE.2 ⟨(hM.eigenvectorBasis i).ofLp,
    fun h => h0 (by ext j; exact congrFun h j), by rw [he]; ext j; simp [add_mul]⟩
  show (0 : ℝ) ≤ hM.eigenvalues i
  linarith

/-- Let a unitary `Q` commute with `H₀` and reverse the sign of `V`, with `H₀ + V` Hermitian.
The ground energy of `H₀ + V` is at most any eigenvalue of `H₀`, and is strictly below it if
`V` does not annihilate the eigenvector. -/
theorem odd_perturbation {H₀ V Q : Matrix ι ι ℂ} {E E₀ : ℝ} {v : ι → ℂ}
    (hH : (H₀ + V).IsHermitian) (hQ : Q ∈ Matrix.unitaryGroup ι ℂ)
    (hQH : Q * H₀ = H₀ * Q) (hQV : Q * V * Qᴴ = -V) (hE : IsGroundEnergy (H₀ + V) E)
    (hv : v ≠ 0) (hv0 : H₀ *ᵥ v = (E₀ : ℂ) • v) :
    E ≤ E₀ ∧ (V *ᵥ v ≠ 0 → E < E₀) := by
  have hQQ : Q * Qᴴ = 1 := Matrix.mem_unitaryGroup_iff.mp hQ
  have hpsd := variational hH hE
  -- conjugation by Q shows that H₀ - V - E is positive semidefinite too
  have hq := hpsd.mul_mul_conjTranspose_same Q
  rw [Matrix.mul_sub, Matrix.mul_add, hQH, Matrix.sub_mul, Matrix.add_mul, hQV,
    Matrix.mul_smul, Matrix.mul_one, Matrix.smul_mul, Matrix.mul_assoc H₀, hQQ,
    Matrix.mul_one] at hq
  have p1 := hpsd.dotProduct_mulVec_nonneg v
  have p2 := hq.dotProduct_mulVec_nonneg v
  simp only [Matrix.sub_mulVec, Matrix.add_mulVec, Matrix.neg_mulVec, hv0, Matrix.smul_mulVec,
    Matrix.one_mulVec, dotProduct_sub, dotProduct_add, dotProduct_neg, dotProduct_smul,
    smul_eq_mul] at p1 p2
  have hN : 0 < star v ⬝ᵥ v := lt_of_le_of_ne (dotProduct_star_self_nonneg v)
    (fun h => hv (dotProduct_star_self_eq_zero.mp h.symm))
  have hNre : 0 < (star v ⬝ᵥ v).re := (Complex.lt_def.mp hN).1
  have r1 := (Complex.le_def.mp p1).1
  have r2 := (Complex.le_def.mp p2).1
  simp only [Complex.add_re, Complex.sub_re, Complex.neg_re, Complex.re_ofReal_mul,
    Complex.zero_re] at r1 r2
  have hle : E ≤ E₀ := by
    by_contra h
    nlinarith [mul_pos (sub_pos.mpr (not_le.mp h)) hNre]
  refine ⟨hle, fun hVv => lt_of_le_of_ne hle fun heq => hVv ?_⟩
  -- at equality v itself minimises the energy, so it is an eigenvector of H₀ + V
  rw [heq] at p1 p2 hpsd
  rw [add_sub_cancel_left] at p1 p2
  have hw : star v ⬝ᵥ (V *ᵥ v) = 0 := le_antisymm (neg_nonneg.mp p2) p1
  have hMv : (H₀ + V - (E₀ : ℂ) • (1 : Matrix ι ι ℂ)) *ᵥ v = V *ᵥ v := by
    rw [Matrix.sub_mulVec, Matrix.add_mulVec, hv0, Matrix.smul_mulVec, Matrix.one_mulVec,
      add_sub_cancel_left]
  rw [← hMv] at hw ⊢
  exact (hpsd.dotProduct_mulVec_zero_iff v).mp hw

omit [DecidableEq m] [DecidableEq n] in
/-- A Kronecker product acts on a product state factor by factor. -/
theorem kronecker_productState (A : Matrix m m ℂ) (B : Matrix n n ℂ) (a : m → ℂ) (b : n → ℂ) :
    (A ⊗ₖ B) *ᵥ productState a b = productState (A *ᵥ a) (B *ᵥ b) := by
  funext p
  simp only [productState, Matrix.mulVec, dotProduct, Matrix.kroneckerMap_apply,
    Fintype.sum_prod_type]
  rw [Finset.sum_mul_sum]
  refine Finset.sum_congr rfl fun i _ => Finset.sum_congr rfl fun j _ => ?_
  ring

/-- For Hermitian `HA`, `HB` and a unitary `P` that commutes with `HA` and reverses every `X k`,
the coupled ground energy is at most the sum of the fragment ground energies. It is strictly
lower if the bond operator does not annihilate some product of fragment ground vectors. -/
theorem cutting_bonds_never_lowers_energy {HA P : Matrix m m ℂ} {HB : Matrix n n ℂ}
    {X : κ → Matrix m m ℂ} {Y : κ → Matrix n n ℂ} {EA EB E : ℝ}
    (hA : HA.IsHermitian) (hB : HB.IsHermitian) (hP : P ∈ Matrix.unitaryGroup m ℂ)
    (hPA : P * HA = HA * P) (hPX : ∀ k, P * X k * Pᴴ = -X k)
    (hEA : IsGroundEnergy HA EA) (hEB : IsGroundEnergy HB EB)
    (hE : IsGroundEnergy (decoupled HA HB + bond X Y) E) :
    E ≤ EA + EB ∧ ∀ a b, HA *ᵥ a = (EA : ℂ) • a → HB *ᵥ b = (EB : ℂ) • b →
      bond X Y *ᵥ productState a b ≠ 0 → E < EA + EB := by
  have hPP : P * Pᴴ = 1 := Matrix.mem_unitaryGroup_iff.mp hP
  have hH : (decoupled HA HB + bond X Y).IsHermitian := by
    refine Matrix.IsHermitian.add ?_ ?_
    · unfold Matrix.IsHermitian decoupled
      rw [Matrix.conjTranspose_add, Matrix.conjTranspose_kronecker,
        Matrix.conjTranspose_kronecker, hA.eq, hB.eq, Matrix.conjTranspose_one,
        Matrix.conjTranspose_one]
    · unfold Matrix.IsHermitian bond
      rw [Matrix.conjTranspose_add, Matrix.conjTranspose_conjTranspose, add_comm]
  have hQs : (P ⊗ₖ (1 : Matrix n n ℂ))ᴴ = Pᴴ ⊗ₖ (1 : Matrix n n ℂ) := by
    rw [Matrix.conjTranspose_kronecker, Matrix.conjTranspose_one]
  -- P ⊗ 1 reverses C, and therefore also C*
  have hC : (P ⊗ₖ (1 : Matrix n n ℂ)) * (∑ k, X k ⊗ₖ Y k) * (P ⊗ₖ (1 : Matrix n n ℂ))ᴴ
      = -∑ k, X k ⊗ₖ Y k := by
    rw [hQs, Finset.mul_sum, Finset.sum_mul, ← Finset.sum_neg_distrib]
    refine Finset.sum_congr rfl fun k _ => ?_
    rw [← Matrix.mul_kronecker_mul, ← Matrix.mul_kronecker_mul, hPX, Matrix.one_mul,
      Matrix.mul_one]
    ext p q
    simp [Matrix.kroneckerMap_apply]
  have hC' := congrArg Matrix.conjTranspose hC
  rw [Matrix.conjTranspose_mul, Matrix.conjTranspose_mul, Matrix.conjTranspose_conjTranspose,
    Matrix.conjTranspose_neg, ← Matrix.mul_assoc] at hC'
  have key : ∀ a b, productState a b ≠ 0 → HA *ᵥ a = (EA : ℂ) • a → HB *ᵥ b = (EB : ℂ) • b →
      E ≤ EA + EB ∧ (bond X Y *ᵥ productState a b ≠ 0 → E < EA + EB) := by
    intro a b hab ha hb
    refine odd_perturbation (Q := P ⊗ₖ (1 : Matrix n n ℂ)) hH ?_ ?_ ?_ hE hab ?_
    · rw [Matrix.mem_unitaryGroup_iff, Matrix.star_eq_conjTranspose, hQs,
        ← Matrix.mul_kronecker_mul, hPP, Matrix.one_mul, Matrix.one_kronecker_one]
    · simp only [decoupled, Matrix.mul_add, Matrix.add_mul, ← Matrix.mul_kronecker_mul,
        Matrix.one_mul, Matrix.mul_one, hPA]
    · unfold bond
      rw [Matrix.mul_add, Matrix.add_mul, hC, hC', neg_add]
    · rw [decoupled, Matrix.add_mulVec, kronecker_productState, kronecker_productState, ha, hb,
        Matrix.one_mulVec, Matrix.one_mulVec]
      funext p
      simp only [productState, Pi.add_apply, Pi.smul_apply, smul_eq_mul, Complex.ofReal_add]
      ring
  obtain ⟨a, ha, haE⟩ := hEA.1
  obtain ⟨b, hb, hbE⟩ := hEB.1
  obtain ⟨i, hi⟩ := Function.ne_iff.mp ha
  obtain ⟨j, hj⟩ := Function.ne_iff.mp hb
  exact ⟨(key a b (fun h => mul_ne_zero hi hj (congrFun h (i, j))) haE hbE).1,
    fun a b ha hb h => (key a b (fun h0 => h (by rw [h0, Matrix.mulVec_zero])) ha hb).2 h⟩

/-- For one fermionic orbital of energy `ε`, the parity `diag(1, -1)` is unitary, commutes with
the Hermitian Hamiltonian `diag(0, ε)` and reverses the creation operator. -/
theorem cutting_bonds_witness (ε : ℝ) :
    (!![1, 0; 0, -1] : Matrix (Fin 2) (Fin 2) ℂ) ∈ Matrix.unitaryGroup (Fin 2) ℂ ∧
    (!![0, 0; 0, (ε : ℂ)]).IsHermitian ∧
    !![1, 0; 0, -1] * !![0, 0; 0, (ε : ℂ)] = !![0, 0; 0, (ε : ℂ)] * !![1, 0; 0, -1] ∧
    (!![1, 0; 0, -1] : Matrix (Fin 2) (Fin 2) ℂ) * !![0, 0; 1, 0] * !![1, 0; 0, -1]ᴴ
      = -!![0, 0; 1, 0] := by
  rw [Matrix.mem_unitaryGroup_iff, Matrix.star_eq_conjTranspose, Matrix.IsHermitian]
  refine ⟨?_, ?_, ?_, ?_⟩ <;> ext i j <;> fin_cases i <;> fin_cases j <;>
    simp [Matrix.mul_apply, Fin.sum_univ_succ]

end BondCutting
```

```lean
#print axioms BondCutting.cutting_bonds_never_lowers_energy
```

```
'BondCutting.cutting_bonds_never_lowers_energy' depends on axioms: [propext, Classical.choice, Quot.sound]
```

The main statement is `cutting_bonds_never_lowers_energy`. The index types `m` and `n` label finite bases of the two fragments, and `κ` labels the bond terms. `decoupled HA HB` is \(H_0\), `bond X Y` is \(V\), and any amplitudes are absorbed into `X` or `Y`. `IsGroundEnergy H E` says that \(E\) is the least real number with a nonzero eigenvector. The theorem takes the three ground energies as given through `hEA`, `hEB` and `hE`; for Hermitian matrices of nonzero finite size such numbers always exist, so these hypotheses only name them.

The conclusion has two parts: \(E\le E_A+E_B\), and strict inequality whenever some `a` and `b` satisfy the fragment eigenvalue equations and `bond X Y` does not annihilate their product. That last condition already excludes zero vectors.

When the matrices describe electrons on full Fock spaces, each minimum runs over all electron numbers, with any chemical potential included in `HA` and `HB`. The theorem as stated does not fix the filling. If \(H_A\), \(H_B\) and the bonds conserve the total electron number, the same argument works at each fixed total number, with the cut minimum taken over all ways of dividing the electrons between the fragments. For a finite Hubbard cluster split into two parts joined only by hopping, or a finite-bath impurity model whose impurity and bath are joined only by hybridisation, the sum of the separate ground energies is an upper bound on the coupled one.

The oddness condition matters. Two orbitals at energy \(-1\) with the repulsion \(n_An_B\) between them have ground energy \(-1\), while without it they reach \(-2\). The theorem also compares all bonds with none. Removing only some can lower the energy: in your example, two bond terms with amplitudes \(t\) and \(-t\) cancel, and deleting one restores the gain. These examples and the translation from fermion operators are ordinary algebra that the file does not contain.

The proof follows the derivation above:

- `variational` proves that \(H-E\) is positive semidefinite. It takes an eigenvector of \(H-E\), shifts its eigenvalue by \(E\), and uses the minimality of \(E\).
- `odd_perturbation` treats any eigenvector of \(H_0\). The term `hq` is the conjugated positivity statement, and `p1` and `p2` are the two expectation inequalities, multiplied by \(\langle v,v\rangle\) because `v` is not normalised. `nlinarith` combines their real parts into the bound. The equality case uses `dotProduct_mulVec_zero_iff`, the step from zero expectation value to annihilation.
- `kronecker_productState` lets a Kronecker product act factor by factor, which gives \(H_0v=E_0v\).
- In the main proof, `hC` and `hC'` show that \(Q\) reverses \(C\) and \(C^*\), and `key` applies `odd_perturbation` to a product state. Nonzero components of `a` and `b` show that their product is nonzero.
- `cutting_bonds_witness` checks the conditions on fragment A for one orbital of energy \(\varepsilon\), in the basis (empty, occupied): the parity \(\mathrm{diag}(1,-1)\) is unitary, commutes with the Hermitian matrix \(\mathrm{diag}(0,\varepsilon)\) and reverses the creation operator. With \(\varepsilon=-1\) this is your orbital A.
